# For $0<l\le 1$ and $a=\sqrt{3/(1+l+l^2)}$, the Newton–Schulz step $g(x)=(3ax-a^3x^3)/2$ maps $[l,1]$ onto $[g(l),1]$, with $g(l)=g(1)>0$

The Hamiltonian is represented here by its eigenvalues, one real number $x$ at a time, and a linear operator enters only through its action on an eigenvector. This suits a polynomial iteration, which leaves eigenvectors alone and moves only eigenvalues.

The setting is a one-electron Hamiltonian $H$ in an orthonormal basis, with chemical potential $\mu$ in a gap. Put $X=(H-\mu I)/s$, with $s$ large enough that all eigenvalues of $X$ lie in $[-1,1]$, and let $l$ be a positive lower bound on their moduli. For this non-interacting, zero-temperature problem the density matrix, with occupation one for each level below $\mu$, is $(I-\operatorname{sign}X)/2$, and the iteration below approximates the sign using only multiplications and additions of matrices.

```lean
import Mathlib

open Set Filter Topology

namespace ScaledNewtonSchulz

noncomputable section
```

The function `scaledNS a x` is $g_a(x)=(3ax-a^3x^3)/2$ for any real scale $a$. The particular scale $a=\sqrt{3/(1+l+l^2)}$ is `optScale l`, and $g$ without a subscript uses it.

```lean
/-- The Newton-Schulz sign map with its argument scaled by `a`. -/
def scaledNS (a x : ℝ) : ℝ := (3 * a * x - a ^ 3 * x ^ 3) / 2

/-- The scale factor computed from the lower spectral bound `l`. -/
def optScale (l : ℝ) : ℝ := √(3 / (1 + l + l ^ 2))
```

The same polynomial applied to an operator is `operatorStep`.

```lean
/-- The scaled Newton-Schulz step for a linear operator. -/
def operatorStep {V : Type*} [AddCommGroup V] [Module ℝ V] (a : ℝ)
    (X : Module.End ℝ V) : Module.End ℝ V :=
  (1 / 2 : ℝ) • ((3 * a) • X - a ^ 3 • X ^ 3)
```

In the iteration the scale is recomputed at each step from the current bound. Write $l_n$ for `lowerBound l n` and $x_n$ for `signIter l x n`, with $l_0=l$ and $x_0=x$. Both advance by the map whose scale belongs to $l_n$.

```lean
/-- The lower spectral bound after `n` steps, each scaled according to the current bound. -/
def lowerBound (l : ℝ) : ℕ → ℝ
  | 0 => l
  | n + 1 => scaledNS (optScale (lowerBound l n)) (lowerBound l n)

/-- The eigenvalue that starts at `x`, after `n` steps scaled according to the current bound. -/
def signIter (l x : ℝ) : ℕ → ℝ
  | 0 => x
  | n + 1 => scaledNS (optScale (lowerBound l n)) (signIter l x n)
```

## The gap bound: $0<l\le 1$

Physically, $l>0$ says that no level sits at the chemical potential, and $l\le1$ says that the bound is compatible with the normalisation.

By hand, the definition gives $a^2(1+l+l^2)=3$. Since $1+l+l^2\le3$, it follows that $a\ge1$. Also
$$(al)^2=\frac{3l^2}{1+l+l^2}\le 1,\qquad\text{because}\quad 1+l-2l^2=(1-l)(1+2l)\ge0 .$$
These are the three parts of `optScale_spec`. Its proof multiplies the last inequality by $a^2$ to bound $(al)^2$, then excludes $al>1$ by contradiction.

```lean
/-- The scale factor `a` satisfies `a² (1 + l + l²) = 3`, is at least one, and scales the
lower bound `l` to at most one. -/
theorem optScale_spec {l : ℝ} (h0 : 0 < l) (h1 : l ≤ 1) :
    optScale l ^ 2 * (1 + l + l ^ 2) = 3 ∧ 1 ≤ optScale l ∧ optScale l * l ≤ 1 := by
  have hS : 0 < 1 + l + l ^ 2 := by positivity
  have hsq : optScale l ^ 2 * (1 + l + l ^ 2) = 3 := by
    rw [optScale, Real.sq_sqrt (by positivity)]
    exact div_mul_cancel₀ 3 hS.ne'
  refine ⟨hsq, ?_, ?_⟩
  · rw [optScale, Real.le_sqrt' one_pos, le_div_iff₀ hS]
    nlinarith
  · have h3 : 0 ≤ 1 + l - 2 * l ^ 2 := by nlinarith
    have h4 := mul_nonneg (sq_nonneg (optScale l)) h3
    have h5 : (optScale l * l) ^ 2 ≤ 1 := by nlinarith
    by_contra h
    have h6 : 1 < optScale l * l := lt_of_not_ge h
    nlinarith
```

The unscaled map $p(y)=(3y-y^3)/2$ is also needed, since $g_a(x)=p(ax)$. For $0\le u<v\le1$,
$$p(v)-p(u)=\tfrac12(v-u)(3-u^2-uv-v^2)>0 ,$$
as $u^2+uv+v^2<3$. The proof establishes that this product is positive.

```lean
/-- The unscaled Newton-Schulz map is strictly increasing on `[0, 1]`. -/
theorem strictMonoOn_unscaled : StrictMonoOn (scaledNS 1) (Icc 0 1) := by
  intro u hu v hv huv
  have h : 0 < (v - u) * (3 - u ^ 2 - u * v - v ^ 2) := by
    refine mul_pos (by linarith) ?_
    nlinarith [mul_nonneg hu.1 (sub_nonneg.2 hu.2), mul_nonneg hu.1 (sub_nonneg.2 hv.2),
      mul_nonneg hv.1 (sub_nonneg.2 hv.2), hv.2]
  unfold scaledNS
  nlinarith
```

At $l=0$ the scale is $\sqrt3$ and $g(0)=g(1)=0$. Positivity is lost, and a level at $x=1$ is sent to zero. For $l>1$ the interval $[l,1]$ is empty while $[g(l),1]$ is not, so the image statement fails.

## The enclosed eigenvalue: $l\le x\le 1$

This hypothesis says that $l$ really bounds the eigenvalue from below and that the spectrum was normalised correctly. Each inequality supplies one sign in the lower estimate. Factor the difference and replace $3$ by $a^2(1+l+l^2)$:
$$g(x)-g(l)=\tfrac12(x-l)\bigl(3a-a^3(x^2+xl+l^2)\bigr)=\tfrac{a^3}{2}(x-l)(1-x)(x+l+1)\ge0 .$$
For the upper estimate $x>0$ is enough:
$$1-g(x)=\tfrac12(1-ax)^2(2+ax)\ge0 .$$

In `scaledNS_mapsTo`, `MapsTo` says that every point of the first set lands in the second, and `Icc` is a closed interval. The call to `linear_combination` performs the replacement of $3$; `ring` checks the second factorisation.

```lean
/-- The scaled map sends every point of `[l, 1]` into `[g(l), 1]`. -/
theorem scaledNS_mapsTo {l : ℝ} (h0 : 0 < l) (h1 : l ≤ 1) :
    MapsTo (scaledNS (optScale l)) (Icc l 1) (Icc (scaledNS (optScale l) l) 1) := by
  intro x hx
  obtain ⟨hsq, ha, -⟩ := optScale_spec h0 h1
  have ha0 : 0 < optScale l := by linarith
  have hx0 : 0 < x := lt_of_lt_of_le h0 hx.1
  constructor
  · -- the difference factorises with roots at both ends of the interval
    have hf : scaledNS (optScale l) x - scaledNS (optScale l) l
        = optScale l ^ 3 / 2 * ((x - l) * (1 - x) * (x + l + 1)) := by
      unfold scaledNS
      linear_combination (-(optScale l * (x - l) / 2)) * hsq
    have hp : 0 ≤ optScale l ^ 3 / 2 * ((x - l) * (1 - x) * (x + l + 1)) :=
      mul_nonneg (by positivity)
        (mul_nonneg (mul_nonneg (sub_nonneg.2 hx.1) (sub_nonneg.2 hx.2)) (by positivity))
    linarith
  · -- the distance to one has a double root at `x = 1 / a`
    have hf : 1 - scaledNS (optScale l) x
        = (1 - optScale l * x) ^ 2 * (2 + optScale l * x) / 2 := by
      unfold scaledNS
      ring
    have hp : 0 ≤ (1 - optScale l * x) ^ 2 * (2 + optScale l * x) / 2 := by positivity
    linarith
```

If $0<x<l$ or $x>1$, the first factorisation turns negative and $g(x)<g(l)$. Beyond $x=\sqrt3/a$ the value itself is negative, so this step gives an unoccupied level the sign of an occupied one.

The main theorem adds three facts. Setting $x=1$ in the first factorisation gives $g(1)=g(l)$. Positivity follows from $g(l)=\tfrac12\,al\,(3-(al)^2)$ with $0<al\le1$. Finally, $l\le1/a\le1$ and $g(1/a)=p(1)=1$, so by continuity $g$ takes every value between $g(l)$ and $1$ on $[l,1/a]$.

In Lean the image of the interval is written with `''`. One inclusion is `scaledNS_mapsTo`; the other is `intermediate_value_Icc`, followed by enlarging $[l,1/a]$ to $[l,1]$.

```lean
/-- The scaled Newton-Schulz map takes equal, positive values at `l` and `1`, and the image
of `[l, 1]` is exactly `[g(l), 1]`. -/
theorem scaledNS_image {l : ℝ} (h0 : 0 < l) (h1 : l ≤ 1) :
    scaledNS (optScale l) l = scaledNS (optScale l) 1 ∧
    0 < scaledNS (optScale l) l ∧
    scaledNS (optScale l) '' Icc l 1 = Icc (scaledNS (optScale l) l) 1 := by
  obtain ⟨hsq, ha, hal⟩ := optScale_spec h0 h1
  have ha0 : 0 < optScale l := by linarith
  refine ⟨?_, ?_, Subset.antisymm (scaledNS_mapsTo h0 h1).image_subset ?_⟩
  · unfold scaledNS
    linear_combination (optScale l * (1 - l) / 2) * hsq
  · have hy : 0 < optScale l * l := mul_pos ha0 h0
    have hp : 0 < optScale l * l * (3 - (optScale l * l) ^ 2) :=
      mul_pos hy (by nlinarith)
    unfold scaledNS
    nlinarith
  · -- the value one is attained at `1 / a`, so intermediate values are attained too
    have hl : l ≤ 1 / optScale l := by
      rw [le_div_iff₀ ha0]
      linarith
    have hr : 1 / optScale l ≤ 1 := by
      rw [div_le_iff₀ ha0]
      linarith
    have hc : Continuous (scaledNS (optScale l)) := by
      unfold scaledNS
      fun_prop
    have htop : scaledNS (optScale l) (1 / optScale l) = 1 := by
      have h : optScale l * (1 / optScale l) = 1 := mul_one_div_cancel ha0.ne'
      calc scaledNS (optScale l) (1 / optScale l)
          = (3 * (optScale l * (1 / optScale l))
              - (optScale l * (1 / optScale l)) ^ 3) / 2 := by
            unfold scaledNS
            ring
        _ = 1 := by
            rw [h]
            norm_num
    have hivt := intermediate_value_Icc hl hc.continuousOn
    rw [htop] at hivt
    exact hivt.trans (image_mono (Icc_subset_Icc_right hr))
```

A case with rational numbers throughout is $l=2/11$. Then $1+l+l^2=147/121$, so $a^2=121/49$ and $a=11/7$. The endpoint values are
$$g(l)=\tfrac12\left(\tfrac67-\tfrac{8}{343}\right)=\tfrac{143}{343},\qquad g(1)=\tfrac12\left(\tfrac{33}{7}-\tfrac{1331}{343}\right)=\tfrac{143}{343}\approx0.417 ,$$
and the maximum $1$ is reached at $x=7/11$. The unscaled step would raise the bound only to $p(2/11)=359/1331\approx0.270$.

## A competing scale: $b\ge0$ and $b\ne a$

Here $b$ is any other nonnegative scale that might be used with the same spectral bound. The claim is that $\min(g_b(l),g_b(1))<g(l)$, so no such $b$ guarantees as high a lower bound on $[l,1]$ after one step.

If $b<a$, then $0\le bl<al\le1$, and monotonicity of $p$ gives $g_b(l)<g(l)$. This is where $b\ge0$ is used. If $b>a\ge1$, then
$$g_b(1)-g(1)=-\tfrac12(b-a)(b^2+ab+a^2-3)<0 ,$$
and $g(1)=g(l)$. The proof makes the same division into cases.

```lean
/-- Any other nonnegative scale factor gives a strictly smaller value at one of the two
endpoints `l` and `1`. -/
theorem optScale_optimal {l b : ℝ} (h0 : 0 < l) (h1 : l ≤ 1) (hb : 0 ≤ b)
    (hne : b ≠ optScale l) :
    min (scaledNS b l) (scaledNS b 1) < scaledNS (optScale l) l := by
  obtain ⟨-, ha, hal⟩ := optScale_spec h0 h1
  rcases lt_or_gt_of_ne hne with h | h
  · -- a smaller scale lowers the value at `l`
    have hlt : b * l < optScale l * l := mul_lt_mul_of_pos_right h h0
    have hbl : 0 ≤ b * l := mul_nonneg hb h0.le
    have hm := strictMonoOn_unscaled ⟨hbl, by linarith⟩ ⟨by linarith, hal⟩ hlt
    refine lt_of_le_of_lt (min_le_left _ _) ?_
    unfold scaledNS at hm ⊢
    nlinarith
  · -- a larger scale lowers the value at `1`
    rw [(scaledNS_image h0 h1).1]
    refine lt_of_le_of_lt (min_le_right _ _) ?_
    have hp : 0 < (b - optScale l) * (b ^ 2 + b * optScale l + optScale l ^ 2 - 3) :=
      mul_pos (by linarith) (by nlinarith)
    unfold scaledNS
    nlinarith
```

With $b=a$ the strict inequality becomes an equality. A negative $b$ of large modulus makes both endpoint values large and positive, so the inequality fails there, but those values lie far outside the normalised range $[-1,1]$.

The condition $0<l\le1$ also controls how fast the bound improves. Since $l\le al\le1$, monotonicity gives $g(l)=p(al)\ge p(l)$, hence
$$1-g(l)\le1-p(l)=\tfrac12(1-l)^2(2+l).$$
The distance from one is therefore at most $3/2$ times its previous square. The proof applies the monotonicity theorem to $l$ and $al$.

```lean
/-- The distance of the lower bound from one after a step is bounded by the square of the
old distance times `(2 + l) / 2`. -/
theorem gap_quadratic {l : ℝ} (h0 : 0 < l) (h1 : l ≤ 1) :
    1 - scaledNS (optScale l) l ≤ (1 - l) ^ 2 * (2 + l) / 2 := by
  obtain ⟨-, ha, hal⟩ := optScale_spec h0 h1
  have hle : l ≤ optScale l * l := by nlinarith
  have hm := strictMonoOn_unscaled.monotoneOn ⟨h0.le, h1⟩ ⟨by linarith, hal⟩ hle
  unfold scaledNS at hm ⊢
  nlinarith
```

## The eigenvector equation: $Xv=xv$

This hypothesis, `hv`, connects the scalar map to an operator. Applying it three times gives $X^3v=x^3v$, so
$$\tfrac12(3aX-a^3X^3)v=g_a(x)\,v .$$
The proof rewrites `X ^ 3` as three applications of $X$, substitutes `hv`, and collects the scalars with `module`.

The space `V` is any real vector space, with no inner product or finite dimension required, and $X$ need not be symmetric. For a vector that is not an eigenvector, the step generally does not act as multiplication by a number. A symmetric matrix has an eigenbasis, to which the statement applies vector by vector. Rounding errors, and any truncation of small matrix elements made to keep the matrices sparse, are absent from the model.

```lean
/-- On an eigenvector with eigenvalue `x`, the operator step acts as multiplication by the
scaled Newton-Schulz value at `x`. -/
theorem operatorStep_eigenvector {V : Type*} [AddCommGroup V] [Module ℝ V] (a x : ℝ)
    (X : Module.End ℝ V) (v : V) (hv : X v = x • v) :
    operatorStep a X v = scaledNS a x • v := by
  have h3 : (X ^ 3) v = X (X (X v)) := by
    rw [pow_succ, pow_two]
    rfl
  simp only [operatorStep, LinearMap.smul_apply, LinearMap.sub_apply, h3, hv, map_smul,
    scaledNS]
  module
```

## Both signs of the spectrum: $l\le|x|\le1$

Occupied levels have $x<0$ and empty ones $x>0$; the hypothesis keeps both away from zero and inside the normalised range.

Take positive $x$ first. Suppose $l\le l_n\le x_n\le1$. The mapping theorem, applied with $l_n$ in place of $l$, gives $l_{n+1}\le x_{n+1}\le1$. The quadratic estimate `gap_quadratic` for the distance from one gives
$$1-l_{n+1}\le(1-l_n)\Bigl(1-\frac{l_n+l_n^2}{2}\Bigr)\le(1-l_n)\Bigl(1-\frac l2\Bigr),$$
where the last step uses $l_n\ge l$. Thus $l_{n+1}\ge l_n\ge l$, and since $1-l_0\le1$, induction yields $1-l_n\le(1-l/2)^n$. The Lean proof carries the lower bound, the enclosure and the geometric estimate through one induction.

```lean
/-- Eigenvalues starting in `[l, 1]` stay between the running lower bound and one, and that
bound never falls below `l` and approaches one at least geometrically. -/
theorem signIter_enclosure {l x : ℝ} (h0 : 0 < l) (hx : x ∈ Icc l 1) (n : ℕ) :
    l ≤ lowerBound l n ∧ signIter l x n ∈ Icc (lowerBound l n) 1 ∧
    1 - lowerBound l n ≤ (1 - l / 2) ^ n := by
  have h1 : l ≤ 1 := hx.1.trans hx.2
  induction n with
  | zero =>
    refine ⟨le_refl l, hx, ?_⟩
    rw [pow_zero]
    change 1 - l ≤ 1
    linarith
  | succ n ih =>
    obtain ⟨hL, hmem, hpow⟩ := ih
    have hL0 : 0 < lowerBound l n := lt_of_lt_of_le h0 hL
    have hL1 : lowerBound l n ≤ 1 := hmem.1.trans hmem.2
    have hgap : 1 - lowerBound l (n + 1) ≤ (1 - lowerBound l n) * (1 - l / 2) := by
      have hq := gap_quadratic hL0 hL1
      have hp : 0 ≤ (1 - lowerBound l n) * (lowerBound l n + lowerBound l n ^ 2 - l) :=
        mul_nonneg (by linarith) (by nlinarith)
      change 1 - scaledNS (optScale (lowerBound l n)) (lowerBound l n) ≤ _
      nlinarith
    refine ⟨?_, scaledNS_mapsTo hL0 hL1 hmem, ?_⟩
    · nlinarith [mul_nonneg (sub_nonneg.2 hL1) h0.le]
    · rw [pow_succ]
      exact hgap.trans (mul_le_mul_of_nonneg_right hpow (by linarith))
```

Consequently $1-(1-l/2)^n\le x_n\le1$, and squeezing gives $x_n\to1$. This estimate is enough for convergence but far too pessimistic for counting steps when $l$ is small: as long as $l_n$ is small, each step multiplies it by about $3\sqrt3/2\approx2.6$, and near one the quadratic estimate takes over. For negative $x$, every $g_a$ is odd and the scales depend only on $l$, so the iterates starting from $-x$ are the negatives of those starting from $x$, and the limit is $-1$.

In `signIter_tendsto_sign`, `Tendsto` with `atTop` and `𝓝` expresses the limit $n\to\infty$. The local statement `key` is the squeeze argument and `hodd` is the oddness. Convergence is stated for each real eigenvalue separately, with $l$ known in advance.

```lean
/-- Every real eigenvalue with modulus in `[l, 1]` is driven to its sign by the scaled
iteration. -/
theorem signIter_tendsto_sign {l x : ℝ} (h0 : 0 < l) (hlx : l ≤ |x|) (hx1 : |x| ≤ 1) :
    Tendsto (signIter l x) atTop (𝓝 (Real.sign x)) := by
  have key : ∀ y ∈ Icc l 1, Tendsto (signIter l y) atTop (𝓝 1) := by
    intro y hy
    have hg : Tendsto (fun n : ℕ => 1 - (1 - l / 2) ^ n) atTop (𝓝 1) := by
      have h := tendsto_pow_atTop_nhds_zero_of_lt_one
        (show 0 ≤ 1 - l / 2 by linarith) (show 1 - l / 2 < 1 by linarith)
      simpa using h.const_sub 1
    refine tendsto_of_tendsto_of_tendsto_of_le_of_le hg tendsto_const_nhds ?_ ?_
    · intro n
      obtain ⟨-, hm, hp⟩ := signIter_enclosure h0 hy n
      have := hm.1
      change 1 - (1 - l / 2) ^ n ≤ signIter l y n
      linarith
    · intro n
      exact (signIter_enclosure h0 hy n).2.1.2
  -- the iteration is odd, which settles the negative eigenvalues
  have hodd : ∀ n, signIter l (-x) n = -signIter l x n := by
    intro n
    induction n with
    | zero => rfl
    | succ n ih =>
      change scaledNS _ (signIter l (-x) n) = -scaledNS _ (signIter l x n)
      rw [ih]
      unfold scaledNS
      ring
  rcases le_total 0 x with h | h
  · rw [abs_of_nonneg h] at hlx hx1
    rw [Real.sign_of_pos (by linarith)]
    exact key x ⟨hlx, hx1⟩
  · rw [abs_of_nonpos h] at hlx hx1
    rw [Real.sign_of_neg (by linarith)]
    have ht := (key (-x) ⟨hlx, hx1⟩).neg
    simp only [hodd, neg_neg] at ht
    exact ht

end

end ScaledNewtonSchulz
```

Without a positive lower bound, $x=0$ would be admitted. It stays at zero under every step, so a level exactly at the chemical potential is assigned to neither side.

```lean
#print axioms ScaledNewtonSchulz.optScale_optimal
-- 'ScaledNewtonSchulz.optScale_optimal' depends on axioms: [propext, Classical.choice, Quot.sound]
#print axioms ScaledNewtonSchulz.operatorStep_eigenvector
-- 'ScaledNewtonSchulz.operatorStep_eigenvector' depends on axioms: [propext, Classical.choice, Quot.sound]
#print axioms ScaledNewtonSchulz.signIter_tendsto_sign
-- 'ScaledNewtonSchulz.signIter_tendsto_sign' depends on axioms: [propext, Classical.choice, Quot.sound]
```
